# Local excitation energies survive a non-interacting fragment whose reference state is an eigenvector

## Fragments, references and kept labels

Fragment A has a finite set of basis labels `m` and a complex matrix \(H_A\). Fragment B has labels `n` and a matrix \(H_B\). The labels stand for a reference configuration and its excitations. Neither matrix has to be Hermitian, which leaves room for the similarity-transformed Hamiltonians of coupled-cluster theory.

```lean
import Mathlib

open Matrix
open scoped Kronecker

namespace EOMLocalExcitations

variable {ι m n : Type*} [Fintype ι] [Fintype m] [Fintype n]
```

An energy of a matrix \(H\) is a complex number \(E\) for which some \(v\neq 0\) satisfies \(Hv=Ev\). Only right eigenvectors are used, and they need no normalisation. In Lean, a vector is a function from labels to \(\mathbb C\), and `*ᵥ` is the matrix acting on it.

```lean
/-- `E` is an energy of `H`: there is a nonzero right eigenvector with eigenvalue `E`. -/
def HasEnergy (H : Matrix ι ι ℂ) (E : ℂ) : Prop :=
  ∃ v : ι → ℂ, v ≠ 0 ∧ H *ᵥ v = E • v
```

Let \(e_o\) be the basis vector with entry 1 at the label \(o\) and 0 elsewhere, written `Pi.single o 1` in Lean. The label \(o\) is a reference of energy \(E\) if

\[
H e_o = E e_o .
\]

Equivalently, column \(o\) of \(H\) has \(E\) on the diagonal and zeros below and above it. In coupled-cluster theory the off-diagonal entries of this column are the residuals of the amplitude equations, so the condition stands for amplitude equations solved for every excited label kept in the fragment. Row \(o\) may still have nonzero entries, because the transformed Hamiltonian is not Hermitian. The condition is assumed here; no cluster operator is constructed.

```lean
/-- The reference basis state `o` is a right eigenvector of `H` with energy `E`. -/
def IsReference [DecidableEq ι] (H : Matrix ι ι ℂ) (o : ι) (E : ℂ) : Prop :=
  H *ᵥ (Pi.single o 1 : ι → ℂ) = E • (Pi.single o 1 : ι → ℂ)
```

A basis state of the pair carries a product label \((a,b)\). Without interaction between the fragments, the pair Hamiltonian is

\[
K = H_A\otimes 1 + 1\otimes H_B .
\]

For similarity-transformed Hamiltonians, this form also assumes that the cluster operator of the pair is the sum of the fragment cluster operators. There is no coupling term, however small, and there are no charge-transfer states beyond the product labels. This describes the limit of infinite separation; at a finite distance some interaction generally remains.

```lean
/-- The Hamiltonian of two fragments that do not interact. -/
def pairHamiltonian [DecidableEq m] [DecidableEq n]
    (HA : Matrix m m ℂ) (HB : Matrix n n ℂ) : Matrix (m × n) (m × n) ℂ :=
  HA ⊗ₖ (1 : Matrix n n ℂ) + (1 : Matrix m m ℂ) ⊗ₖ HB
```

A truncated calculation keeps a set \(S\) of labels and diagonalises the corresponding block of the matrix. Rows and columns outside \(S\) are deleted, and the remaining entries are unchanged.

```lean
/-- The block of `H` whose rows and columns are the labels kept in `S`. -/
def restrictTo (H : Matrix ι ι ℂ) (S : Finset ι) : Matrix S S ℂ :=
  H.submatrix Subtype.val Subtype.val
```

One such truncation keeps the labels with at most one fragment away from its reference, that is, \(a=a_0\) or \(b=b_0\). The main theorem allows many other choices of \(S\); this one serves for the examples.

```lean
/-- The product labels in which at most one fragment has left its reference. -/
def localLabels [DecidableEq m] [DecidableEq n] (a0 : m) (b0 : n) : Finset (m × n) :=
  Finset.univ.filter (fun p => p.1 = a0 ∨ p.2 = b0)
```

## The pair Hamiltonian in components

For a pair vector \(x\), the definition of the Kronecker product gives

\[
(Kx)(a,b)=\sum_{a',b'}\bigl[(H_A)_{aa'}\delta_{bb'}+\delta_{aa'}(H_B)_{bb'}\bigr]x(a',b').
\]

The first delta removes the sum over \(b'\), and the second removes the sum over \(a'\):

\[
(Kx)(a,b)=\sum_{a'}(H_A)_{aa'}\,x(a',b)+\sum_{b'}(H_B)_{bb'}\,x(a,b').
\]

In the proof, `h1` and `h2` are these two contractions. Each splits the double sum in the order that puts the delta in the inner sum. The remaining lines join the two results into one sum over product labels.

```lean
/-- Each fragment Hamiltonian acts on its own label and leaves the other one alone. -/
theorem pairHamiltonian_apply [DecidableEq m] [DecidableEq n]
    (HA : Matrix m m ℂ) (HB : Matrix n n ℂ) (x : m × n → ℂ) (a : m) (b : n) :
    (pairHamiltonian HA HB *ᵥ x) (a, b) =
      ∑ a', HA a a' * x (a', b) + ∑ b', HB b b' * x (a, b') := by
  have h1 : ∑ p : m × n, HA a p.1 * (1 : Matrix n n ℂ) b p.2 * x p
      = ∑ a', HA a a' * x (a', b) := by
    rw [Fintype.sum_prod_type]
    simp [Matrix.one_apply]
  have h2 : ∑ p : m × n, (1 : Matrix m m ℂ) a p.1 * HB b p.2 * x p
      = ∑ b', HB b b' * x (a, b') := by
    rw [Fintype.sum_prod_type_right]
    simp [Matrix.one_apply]
  rw [← h1, ← h2, ← Finset.sum_add_distrib]
  change ∑ p, pairHamiltonian HA HB (a, b) p * x p = _
  refine Finset.sum_congr rfl fun p _ => ?_
  simp only [pairHamiltonian, Matrix.add_apply, Matrix.kroneckerMap_apply, add_mul]
```

## Restriction on vectors supported in the kept set

Suppose \(x(p)=0\) for every \(p\notin S\). For \(q\in S\), the deleted columns would have contributed only zeros, so

\[
\sum_{p\in S}H_{qp}x(p)=\sum_{p}H_{qp}x(p).
\]

The block and the full matrix therefore give the same components inside \(S\). Lean makes the same comparison with `Finset.sum_subset`, where the support hypothesis `hx` supplies the vanishing terms.

```lean
/-- On a vector that vanishes outside `S`, the restricted Hamiltonian gives the same
components in `S` as the full one. -/
theorem restrictTo_mulVec (H : Matrix ι ι ℂ) (S : Finset ι) (x : ι → ℂ)
    (hx : ∀ p, p ∉ S → x p = 0) (q : S) :
    (restrictTo H S *ᵥ (fun p : S => x p)) q = (H *ᵥ x) q := by
  change ∑ p : S, H q p * x p = ∑ p, H q p * x p
  rw [Finset.sum_coe_sort S (fun p => H q p * x p)]
  exact Finset.sum_subset (Finset.subset_univ S)
    (fun p _ hp => by rw [hx p hp, mul_zero])
```

The same identity can be read in the other direction. Let \(x\neq0\) be an eigenvector of the block with eigenvalue \(E\), and let \(X\) be its extension by zero to all labels. Then \(X\neq0\), and for every \(q\in S\)

\[
(HX)(q)=E\,X(q).
\]

Nothing is said about \((HX)(q)\) for \(q\notin S\): this is the eigenvalue equation projected on the kept space. The proof defines `X` by cases and applies the previous lemma. The result is needed below to show that a certain energy is absent.

```lean
/-- An energy of the restricted Hamiltonian comes from a nonzero vector supported in `S`
that solves the full eigenvalue equation projected on `S`. -/
theorem exists_supported_state (H : Matrix ι ι ℂ) (S : Finset ι) (E : ℂ)
    (h : HasEnergy (restrictTo H S) E) :
    ∃ X : ι → ℂ, X ≠ 0 ∧ (∀ p, p ∉ S → X p = 0) ∧
      ∀ q, q ∈ S → (H *ᵥ X) q = E * X q := by
  classical
  obtain ⟨x, hx, hE⟩ := h
  -- extend the restricted eigenvector by zero
  let X : ι → ℂ := fun p => if hp : p ∈ S then x ⟨p, hp⟩ else 0
  have hX : ∀ q : S, X q = x q := fun q => dif_pos q.2
  have h0 : ∀ p, p ∉ S → X p = 0 := fun p hp => dif_neg hp
  refine ⟨X, fun h => hx (funext fun q => (hX q).symm.trans (congrFun h q)), h0, ?_⟩
  intro q hq
  have h1 := restrictTo_mulVec H S X h0 ⟨q, hq⟩
  have h2 : (fun p : S => X p) = x := funext hX
  rw [h2, hE] at h1
  exact h1.symm.trans (congrArg (fun z => E * z) (hX ⟨q, hq⟩).symm)
```

## Products of fragment eigenvectors

Let \(H_Au=Eu\) and \(H_Bv=Fv\), with \(u\) and \(v\) nonzero, and put \(x(a,b)=u(a)v(b)\). In the component formula the amplitude of the spectator fragment factors out of each sum:

\[
\begin{aligned}
(Kx)(a,b)&=\Bigl(\sum_{a'}(H_A)_{aa'}u(a')\Bigr)v(b)+u(a)\sum_{b'}(H_B)_{bb'}v(b')\\
&=(E+F)\,u(a)v(b).
\end{aligned}
\]

If this product vanishes outside \(S\), the block acts on it as \(K\) does, and \(E+F\) is an energy of the block. The truncated vector must also be nonzero. Choose \(a\) and \(b\) with \(u(a)\neq0\) and \(v(b)\neq0\). Then \(u(a)v(b)\neq0\), so \((a,b)\) cannot lie outside \(S\), and this component is kept.

The Lean proof has the same two parts. The first bullet finds the surviving component. The second rewrites the block action as the full action, factors out the spectator in `h1` and `h2`, and inserts the fragment equations `ha` and `hb`.

```lean
/-- If a product of fragment eigenvectors vanishes outside `S`, the sum of the two fragment
energies is an energy of the restricted pair Hamiltonian. -/
theorem product_state_survives [DecidableEq m] [DecidableEq n]
    (HA : Matrix m m ℂ) (HB : Matrix n n ℂ) (S : Finset (m × n)) (E F : ℂ)
    (u : m → ℂ) (v : n → ℂ) (hu : u ≠ 0) (hv : v ≠ 0)
    (hA : HA *ᵥ u = E • u) (hB : HB *ᵥ v = F • v)
    (hS : ∀ p : m × n, p ∉ S → u p.1 * v p.2 = 0) :
    HasEnergy (restrictTo (pairHamiltonian HA HB) S) (E + F) := by
  refine ⟨fun p : S => u p.1.1 * v p.1.2, ?_, ?_⟩
  · intro h
    obtain ⟨a, ha⟩ := Function.ne_iff.mp hu
    obtain ⟨b, hb⟩ := Function.ne_iff.mp hv
    have hab : u a * v b ≠ 0 := mul_ne_zero ha hb
    have hmem : (a, b) ∈ S := by
      by_contra hn
      exact hab (hS (a, b) hn)
    exact hab (congrFun h ⟨(a, b), hmem⟩)
  · funext q
    obtain ⟨⟨a, b⟩, hq⟩ := q
    refine (restrictTo_mulVec _ S (fun p => u p.1 * v p.2) hS ⟨(a, b), hq⟩).trans ?_
    refine (pairHamiltonian_apply HA HB _ a b).trans ?_
    have ha : ∑ a', HA a a' * u a' = E * u a := congrFun hA a
    have hb : ∑ b', HB b b' * v b' = F * v b := congrFun hB b
    change ∑ a', HA a a' * (u a' * v b) + ∑ b', HB b b' * (u a * v b')
      = (E + F) * (u a * v b)
    -- the spectator amplitude factors out of each sum
    have h1 : ∑ a', HA a a' * (u a' * v b) = (∑ a', HA a a' * u a') * v b := by
      rw [Finset.sum_mul]
      exact Finset.sum_congr rfl fun _ _ => by ring
    have h2 : ∑ b', HB b b' * (u a * v b') = u a * ∑ b', HB b b' * v b' := by
      rw [Finset.mul_sum]
      exact Finset.sum_congr rfl fun _ _ => by ring
    rw [h1, h2, ha, hb]
    ring
```

## The excitation energy of A in the truncated pair

Now let \(b_0\) be a reference of B with energy \(E_B\), let \(S\) contain \((a,b_0)\) for every label \(a\) of A, and let \(E_A+w\) be an energy of \(H_A\) with eigenvector \(r\). Take the product

\[
x(a,b)=r(a)\,e_{b_0}(b).
\]

A label outside \(S\) must have \(b\neq b_0\), and there \(x\) vanishes. The previous result applies and gives the energy

\[
(E_A+w)+E_B=E_A+E_B+w .
\]

In `local_excitation_survives`, these three assumptions are `hB`, `hS` and `hA`. The set \(S\) may contain any further product labels, or none. The proof checks that \(e_{b_0}\) is nonzero, verifies the support condition and reorders the sum of energies.

```lean
/-- For two fragments that do not interact: if the reference `b0` of B is an eigenvector with energy
`EB` and `S` keeps every label of A next to it, an energy `EA + w` of A gives the energy
`EA + EB + w` of the restricted pair. -/
theorem local_excitation_survives [DecidableEq m] [DecidableEq n]
    (HA : Matrix m m ℂ) (HB : Matrix n n ℂ) (S : Finset (m × n)) (b0 : n) (EA EB w : ℂ)
    (hB : IsReference HB b0 EB) (hS : ∀ a, (a, b0) ∈ S) (hA : HasEnergy HA (EA + w)) :
    HasEnergy (restrictTo (pairHamiltonian HA HB) S) (EA + EB + w) := by
  obtain ⟨r, hr, hHr⟩ := hA
  have hne : (Pi.single b0 1 : n → ℂ) ≠ 0 := by
    intro h
    have h' := congrFun h b0
    simp at h'
  have h := product_state_survives HA HB S (EA + w) EB r (Pi.single b0 1) hr hne hHr hB (by
    rintro ⟨a, b⟩ hp
    have hb : b ≠ b0 := fun e => hp (by rw [e]; exact hS a)
    simp [hb])
  rwa [show EA + w + EB = EA + EB + w by ring] at h
```

The numbers \(E_A\) and \(w\) enter only through their sum, so the theorem does not require \(E_A\) itself to be an energy of A. When it is one, the case \(w=0\) shows that \(E_A+E_B\) is an energy of the truncated pair, and \(w\) is then an energy difference both in the fragment and in the pair. For non-interacting fragments described by finite matrices, this is the algebra behind the size-intensivity of local excitation energies in equation-of-motion coupled-cluster theory.

The theorem concerns the presence of an energy. It does not count multiplicities or list the other energies of the block, and it says nothing about transition moments, which also need left eigenvectors.

## A two-level pair with numbers

The following non-Hermitian fragment has a reference of energy 0 at label 0 and a further energy 2:

\[
H_A=\begin{pmatrix}0&1\\0&2\end{pmatrix},\qquad
H_A\begin{pmatrix}1\\2\end{pmatrix}=2\begin{pmatrix}1\\2\end{pmatrix}.
\]

The normalised excited vector is \((1,2)/\sqrt5\); the code uses \((1,2)\). The checks are done entry by entry.

```lean
/-- A non-Hermitian two-level fragment whose reference is an eigenvector of energy 0 and
which has an excitation energy 2. -/
theorem local_excitation_witness :
    IsReference (!![0, 1; 0, 2] : Matrix (Fin 2) (Fin 2) ℂ) 0 0 ∧
      HasEnergy (!![0, 1; 0, 2] : Matrix (Fin 2) (Fin 2) ℂ) (0 + 2) := by
  refine ⟨?_, ![1, 2], fun h => ?_, ?_⟩
  · unfold IsReference
    funext i
    fin_cases i <;> simp [Matrix.mulVec, dotProduct, Fin.sum_univ_two]
  · have h' := congrFun h 0
    simp at h'
  · funext i
    fin_cases i <;> simp [Matrix.mulVec, dotProduct, Fin.sum_univ_two]
```

Take this matrix for A, so that \(E_A=0\) and \(w=2\), and for B take

\[
H_B=\begin{pmatrix}-1&3\\0&4\end{pmatrix},\qquad E_B=-1 .
\]

Keep the labels \((0,0),(1,0),(0,1)\), in this order. The component formula gives the block

\[
\begin{pmatrix}-1&1&3\\0&1&0\\0&0&4\end{pmatrix}.
\]

Its energies are \(-1\), \(1\) and \(4\). The vector \((1,2,0)\) belongs to the energy \(1=E_A+E_B+w\), and the pair reference has energy \(-1\), so the excitation energy is again 2. The energy \(2+4=6\) of the full pair, with both fragments excited, is missing from the block.

## Additivity can fail when the reference of B is not an eigenvector

It is not enough that \(E_B\) be some energy of \(H_B\), even when both matrices are Hermitian. Consider

\[
H_A=\begin{pmatrix}0&0\\0&1\end{pmatrix},\qquad
H_B=\begin{pmatrix}0&1\\1&0\end{pmatrix}.
\]

A has the energy 1. B has the energy \(-1\), with normalised eigenvector \((1,-1)/\sqrt2\), but its reference label 0 is coupled to label 1. The full pair has the energy \(1+(-1)=0\). Its eigenvector has a component at \((1,1)\), which the truncation to at most one excited fragment removes.

To see that 0 is absent from the block, suppose \(X\) is supported on the three kept labels and solves the projected equation with \(E=0\). Then \(X(1,1)=0\), and the component formula gives

\[
\begin{aligned}
(0,0):&\quad X(0,1)=0,\\
(1,0):&\quad X(1,0)+X(1,1)=0,\\
(0,1):&\quad X(0,0)=0.
\end{aligned}
\]

All four components vanish, so 0 is not an energy of the block. The Lean proof obtains `X` from `exists_supported_state` and derives the same equations as `h01`, `h10` and `h00`.

The coupling in \(H_B\) is a small model of what happens in truncated configuration interaction with double excitations, where the Hartree–Fock reference generally couples to the doubles and is not an eigenvector.

```lean
/-- Two fragments with energies 1 and -1 whose non-interacting pair, restricted to the labels with
at most one fragment away from its reference label 0, lacks the energy 0. -/
theorem additivity_fails_without_reference :
    HasEnergy (!![0, 0; 0, 1] : Matrix (Fin 2) (Fin 2) ℂ) 1 ∧
    HasEnergy (!![0, 1; 1, 0] : Matrix (Fin 2) (Fin 2) ℂ) (-1) ∧
    ¬ HasEnergy (restrictTo (pairHamiltonian (!![0, 0; 0, 1] : Matrix (Fin 2) (Fin 2) ℂ)
      (!![0, 1; 1, 0] : Matrix (Fin 2) (Fin 2) ℂ)) (localLabels 0 0)) 0 := by
  refine ⟨⟨![0, 1], fun h => ?_, ?_⟩, ⟨![1, -1], fun h => ?_, ?_⟩, fun h => ?_⟩
  · have h' := congrFun h 1
    simp at h'
  · funext i
    fin_cases i <;> simp [Matrix.mulVec, dotProduct, Fin.sum_univ_two]
  · have h' := congrFun h 0
    simp at h'
  · funext i
    fin_cases i <;> simp [Matrix.mulVec, dotProduct, Fin.sum_univ_two]
  · obtain ⟨X, hX, h0, hE⟩ := exists_supported_state _ _ _ h
    have h11 : X (1, 1) = 0 := h0 (1, 1) (by simp [localLabels])
    -- the three projected equations remove the remaining components
    have h01 : X (0, 1) = 0 := by
      have e := hE (0, 0) (by simp [localLabels])
      rw [pairHamiltonian_apply] at e
      simpa [Fin.sum_univ_two] using e
    have h10 : X (1, 0) = 0 := by
      have e := hE (1, 0) (by simp [localLabels])
      rw [pairHamiltonian_apply] at e
      simpa [Fin.sum_univ_two, h11] using e
    have h00 : X (0, 0) = 0 := by
      have e := hE (0, 1) (by simp [localLabels])
      rw [pairHamiltonian_apply] at e
      simpa [Fin.sum_univ_two] using e
    have hall : ∀ a b, X (a, b) = 0 := by
      simp only [Fin.forall_fin_two]
      exact ⟨⟨h00, h01⟩, h10, h11⟩
    exact hX (funext fun p => hall p.1 p.2)

end EOMLocalExcitations
```

```lean
#print axioms EOMLocalExcitations.local_excitation_survives
#print axioms EOMLocalExcitations.additivity_fails_without_reference
```

```
'EOMLocalExcitations.local_excitation_survives' depends on axioms: [propext, Classical.choice, Quot.sound]
'EOMLocalExcitations.additivity_fails_without_reference' depends on axioms: [propext, Classical.choice, Quot.sound]
```
